# Ground energies of a one-dimensional three-point finite-difference Hamiltonian: Neumann ≤ periodic < Dirichlet

A particle in a one-dimensional potential is put on a finite grid, and something must be decided about the grid's ends. The wavefunction may vanish just beyond them, have zero slope there, or wrap around. The choice can change the ground energy. With the three-point finite-difference kinetic energy, and for the same points, spacing \(h>0\) and real potential \(V\), the Neumann, periodic and Dirichlet ground energies always satisfy

\[
E_{\mathrm N}\le E_{\mathrm P}<E_{\mathrm D}.
\]

For this three-point Hamiltonian, changing the ends from Neumann to periodic therefore never lowers the ground energy, and changing them from periodic to Dirichlet always raises it. The ordering concerns one finite grid; it does not bound the distance to the infinite-cell or continuum energy.

```lean
import Mathlib

open Matrix

namespace GridBoundaryBracketing

noncomputable section
```

## Three matrices that differ only at the ends

The points are numbered \(0,\dots,n\), so there are \(n+1\ge 1\) of them. Operators are real square matrices.

```lean
/-- Real operators on a grid of `n + 1` points. -/
abbrev GridOp (n : ℕ) := Matrix (Fin (n + 1)) (Fin (n + 1)) ℝ
```

In units \(\hbar=m=1\), the three-point form of \(-\tfrac12\,d^2/dx^2\) has diagonal \(1/h^2\) and neighbour hopping \(-1/(2h^2)\). Setting the wavefunction to zero one spacing beyond each end gives the Dirichlet matrix \(D\):

```lean
variable {n : ℕ}

/-- Three-point Hamiltonian with Dirichlet ends, for spacing `h ≠ 0` and potential `V`. -/
def dirichlet (h : ℝ) (V : Fin (n + 1) → ℝ) : GridOp n :=
  Matrix.of fun i j => if i = j then 1 / h ^ 2 + V i
    else if i.val + 1 = j.val ∨ j.val + 1 = i.val then -(1 / (2 * h ^ 2)) else 0
```

For Neumann ends the value beyond an end equals the end value, which lowers that diagonal entry by \(1/(2h^2)\). With a single point, both reductions fall on the same entry.

```lean
/-- Neumann ends, for `h ≠ 0`: the kinetic diagonal is lowered by `1/(2h²)` at each end. -/
def neumann (h : ℝ) (V : Fin (n + 1) → ℝ) : GridOp n :=
  dirichlet h V - (Matrix.single 0 0 (1 / (2 * h ^ 2))
    + Matrix.single (Fin.last n) (Fin.last n) (1 / (2 * h ^ 2)))
```

Periodic ends add the hopping \(-1/(2h^2)\) between points \(0\) and \(n\). With two points it adds to the hopping already there. With a single point, the terms for the two directions both fall on the diagonal entry and cancel its kinetic part.

```lean
/-- Periodic ends, for `h ≠ 0`: a hopping `-1/(2h²)` between the first and last points is added. -/
def periodic (h : ℝ) (V : Fin (n + 1) → ℝ) : GridOp n :=
  dirichlet h V - (Matrix.single 0 (Fin.last n) (1 / (2 * h ^ 2))
    + Matrix.single (Fin.last n) 0 (1 / (2 * h ^ 2)))
```

An energy level is a real \(E\) with \(H\psi=E\psi\) for some real \(\psi\ne0\), and the ground energy is the infimum of the levels.

```lean
/-- The energy levels of `H`: its real eigenvalues. -/
def levels (H : GridOp n) : Set ℝ :=
  {E | ∃ ψ : Fin (n + 1) → ℝ, ψ ≠ 0 ∧ H *ᵥ ψ = E • ψ}

/-- The ground energy: the infimum of the energy levels. -/
def groundEnergy (H : GridOp n) : ℝ := sInf (levels H)
```

## The variational principle

Write \(x\cdot y=\sum_i x_iy_i\). If \(x\neq0\), some \(x_i^2\) is positive, so \(x\cdot x>0\).

```lean
/-- A nonzero state has positive squared norm. -/
theorem dot_self_pos {x : Fin (n + 1) → ℝ} (hx : x ≠ 0) : 0 < x ⬝ᵥ x := by
  obtain ⟨i, hi⟩ := Function.ne_iff.mp hx
  exact Finset.sum_pos' (fun j _ => mul_self_nonneg (x j))
    ⟨i, Finset.mem_univ i, mul_self_pos.mpr hi⟩
```

Let \(H\) be symmetric with \(x\cdot Hx\ge E\,x\cdot x\) for all \(x\), and let \(\psi\) attain equality. Put \(r=H\psi-E\psi\) and insert \(\psi+tr\):

\[
0\le (r\cdot Hr-E\,r\cdot r)\,t^2+2(r\cdot r)\,t\quad\text{for all }t .
\]

The discriminant \(4(r\cdot r)^2\) cannot be positive, so \(r=0\) and \(\psi\) is an eigenvector. In the code, `hq` is this inequality.

```lean
/-- For a symmetric `H` whose energy form is at least `E` times the squared norm, a state that
attains the bound is an eigenvector with eigenvalue `E`. -/
theorem eigen_of_form {H : GridOp n} (hH : Hᵀ = H) {E : ℝ}
    (hE : ∀ x, E * (x ⬝ᵥ x) ≤ x ⬝ᵥ H *ᵥ x) {ψ : Fin (n + 1) → ℝ}
    (hz : ψ ⬝ᵥ H *ᵥ ψ = E * (ψ ⬝ᵥ ψ)) : H *ᵥ ψ = E • ψ := by
  obtain ⟨r, hr⟩ : ∃ r, r = H *ᵥ ψ - E • ψ := ⟨_, rfl⟩
  have hsym : ψ ⬝ᵥ H *ᵥ r = r ⬝ᵥ H *ᵥ ψ := by
    rw [Matrix.dotProduct_mulVec, ← Matrix.mulVec_transpose, hH, dotProduct_comm]
  have hrr : r ⬝ᵥ H *ᵥ ψ - E * (r ⬝ᵥ ψ) = r ⬝ᵥ r := by
    have h1 : r ⬝ᵥ r = r ⬝ᵥ (H *ᵥ ψ - E • ψ) := by rw [← hr]
    rw [h1, dotProduct_sub, dotProduct_smul, smul_eq_mul]
  -- vary the state along the residual `r`
  have hq : ∀ t : ℝ, 0 ≤ (r ⬝ᵥ H *ᵥ r - E * (r ⬝ᵥ r)) * (t * t) + (2 * (r ⬝ᵥ r)) * t + 0 := by
    intro t
    have h1 := hE (ψ + t • r)
    simp only [Matrix.mulVec_add, Matrix.mulVec_smul, dotProduct_add, add_dotProduct,
      dotProduct_smul, smul_dotProduct, smul_eq_mul] at h1
    rw [hsym, dotProduct_comm ψ r] at h1
    linear_combination h1 + 2 * t * hrr + hz
  have hd := discrim_le_zero hq
  simp only [discrim] at hd
  by_contra hne
  have hp := dot_self_pos (x := r) (by rw [hr]; exact sub_ne_zero.mpr hne)
  nlinarith [mul_pos hp hp]
```

The quotient \(x\cdot Hx/x\cdot x\) is continuous on a compact unit sphere, so it has a minimum \(m\) there. Lean's sphere uses the maximum norm, which is harmless because the quotient ignores scaling. The minimiser is an eigenvector by the previous step. Any other level \(E\), with eigenvector \(\varphi\), obeys \(m\,\varphi\cdot\varphi\le\varphi\cdot H\varphi=E\,\varphi\cdot\varphi\). Hence \(m\) is the ground energy, and it is attained.

```lean
/-- Variational principle: for a symmetric `H` the ground energy is the lowest eigenvalue, and its
product with the squared norm bounds the energy form of every vector from below. -/
theorem ground_spec {H : GridOp n} (hH : Hᵀ = H) : IsLeast (levels H) (groundEnergy H) ∧
    ∀ x, groundEnergy H * (x ⬝ᵥ x) ≤ x ⬝ᵥ H *ᵥ x := by
  have hne : ∀ x ∈ Metric.sphere (0 : Fin (n + 1) → ℝ) 1, x ≠ 0 := by
    rintro x hx rfl
    simp at hx
  have hcont : ContinuousOn (fun x : Fin (n + 1) → ℝ => (x ⬝ᵥ H *ᵥ x) / (x ⬝ᵥ x))
      (Metric.sphere 0 1) := by
    refine ContinuousOn.div (Continuous.continuousOn ?_) (Continuous.continuousOn ?_)
      fun x hx => (dot_self_pos (hne x hx)).ne'
    all_goals
      simp only [dotProduct, Matrix.mulVec]
      fun_prop
  -- the Rayleigh quotient attains its minimum
  obtain ⟨ψ, hψ, hmin⟩ := (isCompact_sphere (0 : Fin (n + 1) → ℝ) 1).exists_isMinOn
    ⟨fun _ => 1, by simp⟩ hcont
  obtain ⟨m, hm⟩ : ∃ m, m = (ψ ⬝ᵥ H *ᵥ ψ) / (ψ ⬝ᵥ ψ) := ⟨_, rfl⟩
  have hvar : ∀ x, m * (x ⬝ᵥ x) ≤ x ⬝ᵥ H *ᵥ x := by
    intro x
    rcases eq_or_ne x 0 with rfl | hx
    · simp
    have hc : 0 < ‖x‖⁻¹ := inv_pos.mpr (norm_pos_iff.mpr hx)
    have hu : ‖x‖⁻¹ • x ∈ Metric.sphere (0 : Fin (n + 1) → ℝ) 1 := by
      simp [norm_smul, hx]
    have h1 := isMinOn_iff.mp hmin _ hu
    rw [← hm, le_div_iff₀ (dot_self_pos (hne _ hu))] at h1
    simp only [Matrix.mulVec_smul, smul_dotProduct, dotProduct_smul, smul_eq_mul] at h1
    exact le_of_mul_le_mul_left (by linarith) (mul_pos hc hc)
  have hleast : IsLeast (levels H) m := by
    have h0 := hne ψ hψ
    refine ⟨⟨ψ, h0, eigen_of_form hH hvar ?_⟩, ?_⟩
    · rw [hm, div_mul_cancel₀ _ (dot_self_pos h0).ne']
    · rintro E ⟨φ, hφ, hE⟩
      have h1 := hvar φ
      rw [hE, dotProduct_smul, smul_eq_mul] at h1
      exact le_of_mul_le_mul_right h1 (dot_self_pos hφ)
  have hg : groundEnergy H = m := hleast.csInf_eq
  rw [hg]
  exact ⟨hleast, hvar⟩
```

All three Hamiltonians are symmetric, so the principle applies to each.

```lean
/-- The Hamiltonians with Dirichlet, Neumann and periodic ends are symmetric. -/
theorem symmetric (h : ℝ) (V : Fin (n + 1) → ℝ) : (dirichlet h V)ᵀ = dirichlet h V ∧
    (neumann h V)ᵀ = neumann h V ∧ (periodic h V)ᵀ = periodic h V := by
  have hD : (dirichlet h V)ᵀ = dirichlet h V := by
    ext i j
    by_cases hij : i = j
    · rw [hij, Matrix.transpose_apply]
    · simp only [Matrix.transpose_apply, dirichlet, Matrix.of_apply, if_neg hij,
        if_neg (Ne.symm hij), or_comm]
  have hs : ∀ (a b : Fin (n + 1)) (c : ℝ), (Matrix.single a b c)ᵀ = Matrix.single b a c := by
    intro a b c
    ext i j
    simp only [Matrix.transpose_apply, Matrix.single_apply, and_comm]
  refine ⟨hD, ?_, ?_⟩
  · rw [neumann, Matrix.transpose_sub, Matrix.transpose_add, hD, hs, hs]
  · rw [periodic, Matrix.transpose_sub, Matrix.transpose_add, hD, hs, hs,
      add_comm (Matrix.single (Fin.last n) 0 _)]
```

## Removing signs and comparing energies

The off-diagonal entries of \(D\) are \(-1/(2h^2)\) or zero.

```lean
/-- Off-diagonal entries of the Dirichlet Hamiltonian are nonpositive. -/
theorem hop_nonpos (h : ℝ) (V : Fin (n + 1) → ℝ) {i j : Fin (n + 1)} (hij : i ≠ j) :
    dirichlet h V i j ≤ 0 := by
  simp only [dirichlet, Matrix.of_apply, if_neg hij]
  split_ifs
  · exact neg_nonpos.mpr (by positivity)
  · exact le_rfl
```

Since \(x_ix_j\le|x_i||x_j|\), multiplying by \(D_{ij}\le0\) reverses the inequality for \(i\ne j\). The diagonal terms are unchanged, so \(|x|\cdot D|x|\le x\cdot Dx\), with the same norm.

```lean
/-- Replacing a state by its absolute value keeps the norm and does not raise the
Dirichlet energy. -/
theorem abs_form (h : ℝ) (V x : Fin (n + 1) → ℝ) : (|x|) ⬝ᵥ (|x|) = x ⬝ᵥ x ∧
    (|x|) ⬝ᵥ dirichlet h V *ᵥ (|x|) ≤ x ⬝ᵥ dirichlet h V *ᵥ x := by
  refine ⟨by simp only [dotProduct, Pi.abs_apply, abs_mul_abs_self], ?_⟩
  simp only [dotProduct, Matrix.mulVec, Finset.mul_sum, Pi.abs_apply]
  refine Finset.sum_le_sum fun i _ => Finset.sum_le_sum fun j _ => ?_
  by_cases hij : i = j
  · subst hij
    exact le_of_eq (by linear_combination dirichlet h V i i * abs_mul_abs_self (x i))
  · have h1 : x i * x j ≤ |x i| * |x j| := (le_abs_self _).trans_eq (abs_mul _ _)
    linarith [mul_le_mul_of_nonpos_left h1 (hop_nonpos h V hij)]
```

Let \(P\) and \(N\) be the periodic and Neumann matrices. Subtracting the end terms gives

\[
x\cdot Px-x\cdot Nx=\frac{(x_0-x_n)^2}{2h^2},\qquad
x\cdot Dx-x\cdot Px=\frac{x_0x_n}{h^2}.
\]

The Lean statement multiplies these through by \(2h^2\) and \(h^2\).

```lean
/-- For `h > 0`, the energy forms with different ends differ only through the two end values. -/
theorem form_gaps {h : ℝ} (hh : 0 < h) (V x : Fin (n + 1) → ℝ) :
    2 * h ^ 2 * (x ⬝ᵥ periodic h V *ᵥ x - x ⬝ᵥ neumann h V *ᵥ x) = (x 0 - x (Fin.last n)) ^ 2 ∧
    h ^ 2 * (x ⬝ᵥ dirichlet h V *ᵥ x - x ⬝ᵥ periodic h V *ᵥ x) = x 0 * x (Fin.last n) := by
  have hs : ∀ (a b : Fin (n + 1)) (c : ℝ), x ⬝ᵥ Matrix.single a b c *ᵥ x = c * (x a * x b) := by
    intro a b c
    have row : ∀ i, ∑ j, (if a = i ∧ b = j then c else 0) * x j
        = if a = i then c * x b else 0 := by
      intro i
      by_cases hi : a = i <;> simp [hi, ite_mul]
    simp only [dotProduct, Matrix.mulVec, Matrix.single_apply, row, mul_ite, mul_zero,
      Finset.sum_ite_eq, Finset.mem_univ, if_true]
    ring
  have hc : h ^ 2 * (1 / (2 * h ^ 2)) = 1 / 2 := by field_simp
  simp only [periodic, neumann, Matrix.sub_mulVec, Matrix.add_mulVec, dotProduct_sub,
    dotProduct_add, hs]
  constructor
  · linear_combination 2 * (x 0 - x (Fin.last n)) ^ 2 * hc
  · linear_combination 2 * (x 0 * x (Fin.last n)) * hc
```

The second difference is useful only if its sign is known. Let \(\varphi\ge0\) be a Dirichlet eigenvector with \(\varphi_a=0\). Row \(a\) reads \(\sum_{j\ne a}D_{aj}\varphi_j=0\), a sum of nonpositive terms, so each term vanishes and \(\varphi\) is zero at every neighbour of \(a\). From a zero at either end, induction along the grid would give \(\varphi=0\). Both end values are therefore positive.

```lean
/-- For `h > 0`, a nonnegative Dirichlet eigenvector is positive at both end points. -/
theorem ends_pos {h : ℝ} (hh : 0 < h) {V φ : Fin (n + 1) → ℝ} {E : ℝ} (hφ : ∀ i, 0 ≤ φ i)
    (h0 : φ ≠ 0) (hE : dirichlet h V *ᵥ φ = E • φ) : 0 < φ 0 ∧ 0 < φ (Fin.last n) := by
  -- a zero at `a` spreads to its neighbour `b`
  have step : ∀ a b : Fin (n + 1), (a.val + 1 = b.val ∨ b.val + 1 = a.val) →
      φ a = 0 → φ b = 0 := by
    intro a b hab ha
    have row := congrFun hE a
    simp only [Matrix.mulVec, dotProduct, Pi.smul_apply, smul_eq_mul, ha, mul_zero] at row
    have hneg : ∀ j ∈ Finset.univ, dirichlet h V a j * φ j ≤ 0 := by
      intro j _
      by_cases hj : a = j
      · simp [← hj, ha]
      · exact mul_nonpos_iff.mpr (Or.inr ⟨hop_nonpos h V hj, hφ j⟩)
    have hb := (Finset.sum_eq_zero_iff_of_nonpos hneg).mp row b (Finset.mem_univ b)
    have hne : a ≠ b := by
      rintro rfl
      omega
    have hc : 1 / (2 * h ^ 2) ≠ 0 := by positivity
    simp only [dirichlet, Matrix.of_apply, if_neg hne, if_pos hab] at hb
    exact (mul_eq_zero.mp hb).resolve_left (neg_ne_zero.mpr hc)
  constructor
  · refine (hφ 0).lt_of_ne' fun hz => h0 (funext fun i => ?_)
    induction i using Fin.induction with
    | zero => exact hz
    | succ i ih => exact step i.castSucc i.succ (Or.inl (by simp)) ih
  · refine (hφ _).lt_of_ne' fun hz => h0 (funext fun i => ?_)
    induction i using Fin.reverseInduction with
    | last => exact hz
    | cast i ih => exact step i.succ i.castSucc (Or.inr (by simp)) ih
```

## The ordering

For a periodic ground state \(\psi\),

\[
E_{\mathrm N}\,\psi\cdot\psi\le\psi\cdot N\psi\le\psi\cdot P\psi=E_{\mathrm P}\,\psi\cdot\psi .
\]

Now let \(\psi\) be a Dirichlet ground state and \(\varphi=|\psi|\). Removing signs does not raise the energy, so \(\varphi\) also attains the minimum and is an eigenvector with positive ends. Thus

\[
E_{\mathrm P}\,\varphi\cdot\varphi\le\varphi\cdot D\varphi-\frac{\varphi_0\varphi_n}{h^2}<E_{\mathrm D}\,\varphi\cdot\varphi .
\]

```lean
/-- Boundary bracketing: for `h > 0` and any real potential, the ground energy with Neumann ends
is at most the periodic one, which lies strictly below the Dirichlet one. -/
theorem neumann_le_periodic_lt_dirichlet {h : ℝ} (hh : 0 < h) (V : Fin (n + 1) → ℝ) :
    groundEnergy (neumann h V) ≤ groundEnergy (periodic h V) ∧
      groundEnergy (periodic h V) < groundEnergy (dirichlet h V) := by
  obtain ⟨hD, hN, hP⟩ := symmetric h V
  have hpos : 0 < h ^ 2 := by positivity
  constructor
  · -- the periodic ground state is a trial state for Neumann ends
    obtain ⟨ψ, h0, hψ⟩ := (ground_spec hP).1.1
    have h2 := (form_gaps hh V ψ).1
    have h3 : ψ ⬝ᵥ neumann h V *ᵥ ψ ≤ ψ ⬝ᵥ periodic h V *ᵥ ψ :=
      le_of_mul_le_mul_left (by linarith [sq_nonneg (ψ 0 - ψ (Fin.last n))]) hpos
    have h4 := ((ground_spec hN).2 ψ).trans h3
    rw [hψ, dotProduct_smul, smul_eq_mul] at h4
    exact le_of_mul_le_mul_right h4 (dot_self_pos h0)
  · -- the absolute value of the Dirichlet ground state is a trial state for periodic ends
    obtain ⟨ψ, h0, hψ⟩ := (ground_spec hD).1.1
    obtain ⟨hnorm, habs⟩ := abs_form h V ψ
    rw [hψ, dotProduct_smul, smul_eq_mul, ← hnorm] at habs
    have hform := le_antisymm habs ((ground_spec hD).2 (|ψ|))
    have h1 : |ψ| ≠ 0 := fun hz => h0 (funext fun i => abs_eq_zero.mp (congrFun hz i))
    obtain ⟨ha, hb⟩ := ends_pos hh (fun i => abs_nonneg (ψ i)) h1
      (eigen_of_form hD (ground_spec hD).2 hform)
    have h2 := (form_gaps hh V (|ψ|)).2
    have hends : 0 < (|ψ|) 0 * (|ψ|) (Fin.last n) := mul_pos ha hb
    have h3 : (|ψ|) ⬝ᵥ periodic h V *ᵥ (|ψ|) < (|ψ|) ⬝ᵥ dirichlet h V *ᵥ (|ψ|) :=
      lt_of_mul_lt_mul_left (by linarith) hpos.le
    have h4 := ((ground_spec hP).2 (|ψ|)).trans_lt h3
    rw [hform] at h4
    exact lt_of_mul_lt_mul_right h4 (dot_self_pos h1).le
```

## How far periodic lies above Neumann

Using a Neumann ground state \(\psi\) as a periodic trial state gives

\[
E_{\mathrm P}-E_{\mathrm N}\le\frac{(\psi_0-\psi_n)^2}{2h^2\,\psi\cdot\psi}.
\]

For normalised \(\psi\) the factor \(\psi\cdot\psi\) is 1. If the end values agree, the two energies coincide.

```lean
/-- For `h > 0`, the gap between the periodic and Neumann ground energies is bounded by the squared
difference of the end values of any Neumann ground state `ψ`, divided by `2h²` times the squared
norm of `ψ`. -/
theorem periodic_sub_neumann_le {h : ℝ} (hh : 0 < h) (V : Fin (n + 1) → ℝ)
    {ψ : Fin (n + 1) → ℝ} (h0 : ψ ≠ 0)
    (hψ : neumann h V *ᵥ ψ = groundEnergy (neumann h V) • ψ) :
    groundEnergy (periodic h V) - groundEnergy (neumann h V)
      ≤ (ψ 0 - ψ (Fin.last n)) ^ 2 / (2 * h ^ 2 * (ψ ⬝ᵥ ψ)) := by
  have hpos : 0 < 2 * h ^ 2 := by positivity
  have h1 := mul_le_mul_of_nonneg_left ((ground_spec (symmetric h V).2.2).2 ψ) hpos.le
  have h2 := (form_gaps hh V ψ).1
  rw [hψ, dotProduct_smul, smul_eq_mul] at h2
  rw [le_div_iff₀ (mul_pos hpos (dot_self_pos h0))]
  linarith

end

end GridBoundaryBracketing
```

This bound can fail if \(\psi\) is not a Neumann ground state. Take two points, \(h=1\) and \(V=(0,1)\). Then \(E_{\mathrm N}=(2-\sqrt2)/2\approx0.293\) and \(E_{\mathrm P}=(3-\sqrt5)/2\approx0.382\), whereas \(\psi=(1,1)\), which is not a Neumann eigenvector, would make the right-hand side zero.

```lean
#print axioms GridBoundaryBracketing.neumann_le_periodic_lt_dirichlet
-- 'GridBoundaryBracketing.neumann_le_periodic_lt_dirichlet' depends on axioms: [propext, Classical.choice, Quot.sound]
#print axioms GridBoundaryBracketing.periodic_sub_neumann_le
-- 'GridBoundaryBracketing.periodic_sub_neumann_le' depends on axioms: [propext, Classical.choice, Quot.sound]
```
